# The coupling of an exponential orbital at a one-dimensional delta nucleus to an equal, displaced ghost orbital vanishes exactly at the optimal exponent

An electron on a line, attracted by a delta nucleus of strength 2 at the origin and described by the orbital $\exp(-|x|)$, can lower its energy by borrowing an equal basis function centred at $x=1$, where there is no nucleus: once the overlap part is subtracted, the two functions are coupled by $\exp(-1)$ in atomic units. If the nuclear strength is 1, the same orbital is the exact ground state and the coupling is zero.

```lean
import Mathlib

open MeasureTheory

namespace DeltaAtomGhost

noncomputable section

/-- The exponential orbital `√b exp(-b|x - c|)` with exponent `b`, centred at `c`. -/
def orbital (b c x : ℝ) : ℝ := Real.sqrt b * Real.exp (-b * |x - c|)

/-- The overlap integral of two real functions on the line. -/
def overlap (φ ψ : ℝ → ℝ) : ℝ := ∫ x, φ x * ψ x

/-- The energy form of one electron attracted by a delta nucleus of strength `Z` at the origin:
kinetic part `½ ∫ φ' ψ'` and potential part `-Z φ(0) ψ(0)`. -/
def energyForm (Z : ℝ) (φ ψ : ℝ → ℝ) : ℝ :=
  1 / 2 * (∫ x, deriv φ x * deriv ψ x) - Z * (φ 0 * ψ 0)

/-- The coupling of the atomic orbital to an equal ghost orbital at `R`: the energy matrix element
minus the energy of the atomic orbital times the overlap. -/
def ghostCoupling (Z b R : ℝ) : ℝ :=
  energyForm Z (orbital b 0) (orbital b R)
    - energyForm Z (orbital b 0) (orbital b 0) * overlap (orbital b 0) (orbital b R)

/-- The derivative of the orbital is `-b` times its value to the right of its centre and `b` times
its value to the left. -/
theorem hasDerivAt_orbital (b c x : ℝ) :
    (c < x → HasDerivAt (orbital b c) (-b * orbital b c x) x) ∧
    (x < c → HasDerivAt (orbital b c) (b * orbital b c x) x) := by
  -- chain rule, with `s` the slope of the absolute value
  have key : ∀ s : ℝ, HasDerivAt (fun y : ℝ => |y|) s (x - c) →
      HasDerivAt (orbital b c) (-b * s * orbital b c x) x := by
    intro s hs
    have h1 : HasDerivAt (fun y : ℝ => |y - c|) s x := hs.comp_sub_const x c
    have h2 := ((h1.const_mul (-b)).exp).const_mul (Real.sqrt b)
    exact h2.congr_deriv (by simp only [orbital]; ring)
  constructor
  · intro h
    exact (key 1 (hasDerivAt_abs_pos (sub_pos.mpr h))).congr_deriv (by ring)
  · intro h
    exact (key (-1) (hasDerivAt_abs_neg (sub_neg.mpr h))).congr_deriv (by ring)

/-- For `b ≥ 0` the product of the atomic and the ghost orbital is a single exponential in the
sum of the distances to the two centres. -/
theorem orbital_mul {b : ℝ} (hb : 0 ≤ b) (R x : ℝ) :
    orbital b 0 x * orbital b R x = b * Real.exp (-b * (|x| + |x - R|)) := by
  have hs := Real.mul_self_sqrt hb
  simp only [orbital, sub_zero]
  rw [mul_add, Real.exp_add]
  linear_combination (Real.exp (-b * |x|) * Real.exp (-b * |x - R|)) * hs

/-- Let `b > 0` and `R ≥ 0`. A function equal to `α` times the orbital product outside the two
centres and `β` times it between them has integral `(α + β b R) exp(-bR)`. -/
theorem integral_regions {b R α β : ℝ} {F : ℝ → ℝ} (hb : 0 < b) (hR : 0 ≤ R)
    (hout : ∀ x, x < 0 ∨ R < x → F x = α * (orbital b 0 x * orbital b R x))
    (hin : ∀ x, 0 < x → x < R → F x = β * (orbital b 0 x * orbital b R x)) :
    ∫ x, F x = (α + β * b * R) * Real.exp (-b * R) := by
  -- `k` is an exponential tail, `m` marks the region between the centres
  obtain ⟨k, hk⟩ : ∃ k : ℝ → ℝ,
      k = (Set.Ioi 0).indicator fun x => Real.exp (-(2 * b) * x) := ⟨_, rfl⟩
  obtain ⟨m, hm⟩ : ∃ m : ℝ → ℝ, m = (Set.Ioo 0 R).indicator fun _ => (1 : ℝ) := ⟨_, rfl⟩
  have hk1 : ∀ y, 0 < y → k y = Real.exp (-(2 * b) * y) := fun y hy => by
    simp only [hk, Set.indicator_apply, Set.mem_Ioi, if_pos hy]
  have hk0 : ∀ y, y ≤ 0 → k y = 0 := fun y hy => by
    simp only [hk, Set.indicator_apply, Set.mem_Ioi, if_neg (not_lt.mpr hy)]
  have hm1 : ∀ y, 0 < y ∧ y < R → m y = 1 := fun y hy => by
    simp only [hm, Set.indicator_apply, Set.mem_Ioo, if_pos hy]
  have hm0 : ∀ y, ¬(0 < y ∧ y < R) → m y = 0 := fun y hy => by
    simp only [hm, Set.indicator_apply, Set.mem_Ioo, if_neg hy]
  have hki : Integrable k := by
    rw [hk, integrable_indicator_iff measurableSet_Ioi]
    exact exp_neg_integrableOn_Ioi 0 (by positivity)
  have hmi : Integrable m := by
    rw [hm, integrable_indicator_iff measurableSet_Ioo]
    exact (continuous_const.integrableOn_Icc).mono_set Set.Ioo_subset_Icc_self
  have hkv : ∫ x, k x = 1 / (2 * b) := by
    rw [hk, integral_indicator measurableSet_Ioi]
    have h := integral_comp_mul_left_Ioi (fun x => Real.exp (-x)) 0
      (show 0 < 2 * b by positivity)
    simp only [mul_zero, integral_exp_neg_Ioi_zero, smul_eq_mul, mul_one] at h
    simpa only [neg_mul, one_div] using h
  have hmv : ∫ x, m x = R := by
    rw [hm, integral_indicator measurableSet_Ioo, setIntegral_const, measureReal_def,
      Real.volume_Ioo, sub_zero, ENNReal.toReal_ofReal hR, smul_eq_mul, mul_one]
  have hne : ∀ a : ℝ, ∀ᵐ x : ℝ, x ≠ a := by
    intro a
    have h : ({a}ᶜ : Set ℝ) ∈ ae (volume : Measure ℝ) :=
      compl_mem_ae_iff.mpr (measure_singleton a)
    filter_upwards [h] with x hx
    simpa using hx
  -- away from the two cusps, `F` is a sum of two tails and a plateau
  have hF : F =ᵐ[volume] fun x => α * (b * Real.exp (-b * R)) * k (-x)
      + β * (b * Real.exp (-b * R)) * m x + α * (b * Real.exp (-b * R)) * k (x - R) := by
    filter_upwards [hne 0, hne R] with x h0 h1
    rcases lt_or_gt_of_ne h0 with h | h
    · have e : Real.exp (-b * (-x + -(x - R)))
          = Real.exp (-b * R) * Real.exp (-(2 * b) * -x) := by
        rw [← Real.exp_add]; congr 1; ring
      rw [hout x (Or.inl h), orbital_mul hb.le, abs_of_neg h,
        abs_of_neg (show x - R < 0 by linarith), hk1 (-x) (by linarith),
        hm0 x (fun q => by linarith [q.1]), hk0 (x - R) (by linarith), e]
      ring
    · rcases lt_or_gt_of_ne h1 with h' | h'
      · rw [hin x h h', orbital_mul hb.le, abs_of_pos h,
          abs_of_neg (show x - R < 0 by linarith), hk0 (-x) (by linarith),
          hm1 x ⟨h, h'⟩, hk0 (x - R) (by linarith), show x + -(x - R) = R by ring]
        ring
      · have e : Real.exp (-b * (x + (x - R)))
            = Real.exp (-b * R) * Real.exp (-(2 * b) * (x - R)) := by
          rw [← Real.exp_add]; congr 1; ring
        rw [hout x (Or.inr h'), orbital_mul hb.le, abs_of_pos h,
          abs_of_pos (show 0 < x - R by linarith), hk0 (-x) (by linarith),
          hm0 x (fun q => by linarith [q.2]), hk1 (x - R) (by linarith), e]
        ring
  have i1 := hki.comp_neg.const_mul (α * (b * Real.exp (-b * R)))
  have i2 := hmi.const_mul (β * (b * Real.exp (-b * R)))
  have i3 := (hki.comp_sub_right R).const_mul (α * (b * Real.exp (-b * R)))
  have i12 : Integrable (fun x => α * (b * Real.exp (-b * R)) * k (-x)
      + β * (b * Real.exp (-b * R)) * m x) := i1.add i2
  rw [integral_congr_ae hF, integral_add i12 i3, integral_add i1 i2, integral_const_mul,
    integral_const_mul, integral_const_mul, integral_neg_eq_self k,
    integral_sub_right_eq_self k R, hkv, hmv]
  have hbb : b * (1 / (2 * b)) = 1 / 2 := by field_simp
  linear_combination (2 * α * Real.exp (-b * R)) * hbb

/-- For `b > 0` and `R ≥ 0` the atomic and ghost orbitals overlap by `(1 + bR) exp(-bR)`. -/
theorem overlap_orbital {b R : ℝ} (hb : 0 < b) (hR : 0 ≤ R) :
    overlap (orbital b 0) (orbital b R) = (1 + b * R) * Real.exp (-b * R) := by
  rw [overlap, integral_regions (α := 1) (β := 1) hb hR
    (fun x _ => (one_mul _).symm) (fun x _ _ => (one_mul _).symm)]
  ring

/-- The energy matrix element between the atomic and the ghost orbital, for `b > 0`, `R ≥ 0`. -/
theorem energyForm_orbital (Z : ℝ) {b R : ℝ} (hb : 0 < b) (hR : 0 ≤ R) :
    energyForm Z (orbital b 0) (orbital b R)
      = (b ^ 2 / 2 * (1 - b * R) - Z * b) * Real.exp (-b * R) := by
  have h0 : orbital b 0 0 * orbital b R 0 = b * Real.exp (-b * R) := by
    rw [orbital_mul hb.le, abs_zero, zero_add, zero_sub, abs_neg, abs_of_nonneg hR]
  -- the slopes have equal signs outside the centres and opposite signs between them
  rw [energyForm, h0, integral_regions (α := b ^ 2) (β := -b ^ 2) hb hR]
  · ring
  · rintro x (h | h)
    · rw [((hasDerivAt_orbital b 0 x).2 h).deriv,
        ((hasDerivAt_orbital b R x).2 (by linarith)).deriv]
      ring
    · rw [((hasDerivAt_orbital b 0 x).1 (by linarith)).deriv,
        ((hasDerivAt_orbital b R x).1 h).deriv]
      ring
  · intro x h h'
    rw [((hasDerivAt_orbital b 0 x).1 h).deriv, ((hasDerivAt_orbital b R x).2 h').deriv]
    ring

/-- For `b > 0` the atomic orbital is normalised and has energy `b²/2 - Zb`. -/
theorem orbital_energy (Z : ℝ) {b : ℝ} (hb : 0 < b) :
    overlap (orbital b 0) (orbital b 0) = 1 ∧
    energyForm Z (orbital b 0) (orbital b 0) = b ^ 2 / 2 - Z * b := by
  have h : Real.exp (-b * 0) = 1 := by simp
  constructor
  · rw [overlap_orbital hb le_rfl, h]; ring
  · rw [energyForm_orbital Z hb le_rfl, h]; ring

/-- For `b > 0` and `R ≥ 0` the ghost coupling equals `b² (Z - b) R exp(-bR)`. -/
theorem ghostCoupling_eq (Z : ℝ) {b R : ℝ} (hb : 0 < b) (hR : 0 ≤ R) :
    ghostCoupling Z b R = b ^ 2 * (Z - b) * R * Real.exp (-b * R) := by
  rw [ghostCoupling, energyForm_orbital Z hb hR, (orbital_energy Z hb).2, overlap_orbital hb hR]
  ring

/-- For `b, R > 0` the ghost coupling vanishes exactly when the exponent equals the nuclear
strength. -/
theorem ghostCoupling_eq_zero_iff (Z : ℝ) {b R : ℝ} (hb : 0 < b) (hR : 0 < R) :
    ghostCoupling Z b R = 0 ↔ b = Z := by
  rw [ghostCoupling_eq Z hb hR.le]
  constructor
  · intro h
    have h1 := (mul_eq_zero.mp h).resolve_right (Real.exp_pos _).ne'
    have h2 := (mul_eq_zero.mp h1).resolve_right hR.ne'
    have h3 := (mul_eq_zero.mp h2).resolve_left (pow_pos hb 2).ne'
    linarith
  · intro h
    rw [h]; ring

/-- For `b, R > 0` the ghost coupling vanishes exactly when `b` minimises the energy of the
isolated atom among all positive exponents. -/
theorem ghostCoupling_eq_zero_iff_optimal (Z : ℝ) {b R : ℝ} (hb : 0 < b) (hR : 0 < R) :
    ghostCoupling Z b R = 0 ↔ ∀ c, 0 < c →
      energyForm Z (orbital b 0) (orbital b 0) ≤ energyForm Z (orbital c 0) (orbital c 0) := by
  rw [ghostCoupling_eq_zero_iff Z hb hR]
  constructor
  · intro h c hc
    rw [(orbital_energy Z hb).2, (orbital_energy Z hc).2, ← h]
    nlinarith [sq_nonneg (c - b)]
  · intro h
    rcases lt_or_ge 0 Z with hZ | hZ
    · -- compare with the exponent `Z`
      have h1 := h Z hZ
      rw [(orbital_energy Z hb).2, (orbital_energy Z hZ).2] at h1
      have h2 : (b - Z) ^ 2 = 0 := le_antisymm (by nlinarith) (sq_nonneg _)
      exact sub_eq_zero.mp (pow_eq_zero_iff two_ne_zero |>.mp h2)
    · -- without attraction a more diffuse orbital is always lower
      have h1 := h (b / 2) (by positivity)
      rw [(orbital_energy Z hb).2, (orbital_energy Z (half_pos hb)).2] at h1
      nlinarith [mul_nonneg (neg_nonneg.mpr hZ) hb.le, pow_pos hb 2]

/-- For `b > 0` the ghost coupling at any distance `R ≥ 0` is at most `b |Z - b| exp(-1)` in
magnitude, and this value is reached at `R = 1/b`. -/
theorem abs_ghostCoupling_le (Z : ℝ) {b : ℝ} (hb : 0 < b) :
    (∀ R, 0 ≤ R → |ghostCoupling Z b R| ≤ b * |Z - b| * Real.exp (-1)) ∧
    |ghostCoupling Z b (1 / b)| = b * |Z - b| * Real.exp (-1) := by
  constructor
  · intro R hR
    -- the elementary bound `t exp(-t) ≤ exp(-1)` at `t = bR`
    have hx : b * R * Real.exp (-b * R) ≤ Real.exp (-1) := by
      calc b * R * Real.exp (-b * R) ≤ Real.exp (b * R - 1) * Real.exp (-b * R) :=
            mul_le_mul_of_nonneg_right (by linarith [Real.add_one_le_exp (b * R - 1)])
              (Real.exp_pos _).le
        _ = Real.exp (-1) := by rw [← Real.exp_add]; congr 1; ring
    have hp : 0 ≤ b * (b * R * Real.exp (-b * R)) := by positivity
    rw [ghostCoupling_eq Z hb hR, show b ^ 2 * (Z - b) * R * Real.exp (-b * R)
      = (Z - b) * (b * (b * R * Real.exp (-b * R))) by ring, abs_mul, abs_of_nonneg hp]
    have := mul_le_mul_of_nonneg_left hx (mul_nonneg hb.le (abs_nonneg (Z - b)))
    linarith
  · have h1 : -b * (1 / b) = -1 := by field_simp
    have h2 : b ^ 2 * (Z - b) * (1 / b) = b * (Z - b) := by field_simp
    rw [ghostCoupling_eq Z hb (by positivity), h1, h2, abs_mul, abs_mul, abs_of_pos hb,
      abs_of_pos (Real.exp_pos _)]

end

end DeltaAtomGhost
```

```lean
#print axioms DeltaAtomGhost.ghostCoupling_eq_zero_iff_optimal
-- 'DeltaAtomGhost.ghostCoupling_eq_zero_iff_optimal' depends on axioms: [propext, Classical.choice, Quot.sound]
#print axioms DeltaAtomGhost.abs_ghostCoupling_le
-- 'DeltaAtomGhost.abs_ghostCoupling_le' depends on axioms: [propext, Classical.choice, Quot.sound]
```

## A ghost function improves a poor orbital

In a counterpoise calculation, the basis functions of the absent partner are added to a fragment's own. These ghost functions carry no nuclei or electrons, yet they can lower the fragment's energy. The model here has one electron, one nucleus of real strength $Z$ and one ghost function at distance $R$. With $b>0$, the atomic and ghost orbitals are

$$u(x)=\sqrt b\,e^{-b|x|},\qquad g(x)=\sqrt b\,e^{-b|x-R|}.$$

The Hamiltonian is $-\tfrac12\,d^2/dx^2-Z\delta(x)$. Integrating its kinetic part by parts gives the matrix element

$$h(u,g)=\tfrac12\int u'g'\,dx-Z\,u(0)g(0).$$

Let $S=\int ug\,dx$ be the overlap and $\varepsilon=h(u,u)$ the energy of the atomic orbital. The ghost coupling is $K=h(u,g)-\varepsilon S$.

The step from $K$ to an energy lowering is the two-function secular problem, which the Lean code leaves aside. For $R>0$ the functions are linearly independent, and the secular determinant at energy $\varepsilon$ is $-K^2$. If $K\ne0$, this is negative, so $\varepsilon$ lies strictly between the two roots and the lower root is below the atomic energy.

## Three regions give the coupling

The product of the orbitals is

$$u(x)g(x)=b\,e^{-b(|x|+|x-R|)}.$$

For $R\ge0$, the sum of distances is $R-2x$ to the left of both centres, $R$ between them, and $2x-R$ to the right. Each outer region therefore contributes

$$b\,e^{-bR}\int_0^\infty e^{-2bt}\,dt=\tfrac12e^{-bR},$$

and the middle region contributes $bR\,e^{-bR}$. Hence

$$S=(1+bR)e^{-bR}.$$

An orbital's slope is $b$ times its value to the left of its centre and $-b$ times its value to the right. Thus $u'g'=b^2ug$ in the outer regions, but $u'g'=-b^2ug$ between the centres. The same three integrals now give

$$\int u'g'\,dx=b^2(1-bR)e^{-bR}.$$

Since $u(0)g(0)=b\,e^{-bR}$,

$$h(u,g)=\left[\frac{b^2}{2}(1-bR)-Zb\right]e^{-bR}.$$

Setting $R=0$ turns $g$ into $u$, which gives the norm $\int u^2\,dx=1$ and the energy $\varepsilon=b^2/2-Zb$. Therefore

$$\begin{aligned}
K&=\left[\frac{b^2}{2}(1-bR)-Zb-\left(\frac{b^2}{2}-Zb\right)(1+bR)\right]e^{-bR}\\
&=b^2(Z-b)R\,e^{-bR}.
\end{aligned}$$

For $R>0$, every factor except $Z-b$ is nonzero, so $K=0$ exactly when $b=Z$. At $R=0$ the coupling is zero for every exponent, because the ghost adds no new function.

## The zero marks the energy minimum

Completing the square gives

$$\varepsilon=\tfrac12(b-Z)^2-\tfrac12Z^2.$$

If $Z>0$, the unique minimum over positive exponents is at $b=Z$. If $Z\le0$, there is no minimum: replacing $b$ by $b/2$ lowers the energy by $3b^2/8-Zb/2>0$. In that case $b=Z$ is impossible too. So for every real $Z$ and every $R>0$, the coupling vanishes exactly when $b$ minimises the isolated atom's energy. The coupling vanishes at the minimum because the family of exponentials contains the exact ground state: at $b=Z>0$ the orbital is that state, so $h(u,v)=\varepsilon\int uv\,dx$ for every trial function $v$. Optimising the exponent in a family of orbitals that does not contain the exact ground state gives no such guarantee.

For $b\ne Z$, the size of the coupling is not monotonic in distance. With $t=bR$,

$$|K|=b|Z-b|\,t e^{-t}.$$

The inequality $1+y\le e^y$ at $y=t-1$ gives $t e^{-t}\le e^{-1}$. Thus $|K|\le b|Z-b|e^{-1}$, with equality at $R=1/b$.

## What the Lean statements say

`orbital b c x` is the orbital with exponent `b` and centre `c`, evaluated at `x`. `overlap` is the integral of a product over the whole line; no complex conjugate is needed because the functions are real. `energyForm Z` is $h$, in units with $\hbar=m=1$, and its delta potential appears only through values at the origin. `ghostCoupling Z b R` is $K$, with $\varepsilon$ written as the energy form of the atomic orbital with itself. Its value is then proved in `orbital_energy`, along with normalisation.

The slopes use Mathlib's `deriv`, which returns zero at a cusp; those single points do not affect the integrals.

`ghostCoupling_eq` gives the formula for `0 < b` and `0 ≤ R`. The equivalence `ghostCoupling_eq_zero_iff` requires `0 < R`, and `ghostCoupling_eq_zero_iff_optimal` replaces `b = Z` by minimality among all positive exponents `c`. Here `c` is a competing exponent, whereas in `orbital` it denotes a centre. `abs_ghostCoupling_le` contains both the bound and the distance at which it is reached. `Z` may be any real number, including a repulsive strength.

For electronic structure, the result isolates the matrix element behind basis-set superposition error in a one-electron, one-dimensional model with a single ghost function of the same exponent. It contains no electron repulsion and no interacting partner.

## How the integrals and equivalences are checked

`hasDerivAt_orbital` obtains the two slopes by the chain rule, using the derivative of the absolute value on each side of zero. `orbital_mul` combines the exponentials and uses $\sqrt b\sqrt b=b$.

The central lemma is `integral_regions`. It takes a function equal to $\alpha ug$ outside the centres and $\beta ug$ between them, and proves that its integral is $(\alpha+\beta bR)e^{-bR}$. Inside the proof, `k` is the exponential tail on the positive half-line and `m` is the indicator of the middle interval. Away from the two centres, the function is a sum of a reflected tail, a plateau and a shifted tail. `integral_congr_ae` permits the two points to be ignored, and the invariance of the integral under reflection and translation reduces both tails to the same integral.

`overlap_orbital` uses this lemma with $\alpha=\beta=1$. `energyForm_orbital` uses $\alpha=b^2$ and $\beta=-b^2$, after inserting the slopes in each region. `orbital_energy` sets $R=0$, and `ghostCoupling_eq` combines the results with `ring`.

For the zero criterion, `mul_eq_zero` removes the nonzero factors one at a time. In the minimality theorem, the nonnegativity of $(c-b)^2$ shows that `b = Z` gives a minimum. The converse treats positive and nonpositive `Z` separately: it compares with exponent `Z` in the first case and with `b / 2` in the second. The final bound uses `Real.add_one_le_exp`, which is the inequality $y+1\le e^y$ applied above.
